# A constant nonzero real antisymmetric coupling turns a linear two-state conical intersection into an ellipse of defective matrices

Suppose a small non-symmetric error in an effective Hamiltonian is treated as a harmless correction near a conical intersection. A search for the intersection may then run into complex energies, and into two eigenvectors that become parallel, with no indication of how far the trouble extends. Truncated coupled-cluster methods for excited states can produce such Hamiltonians, because their similarity-transformed Hamiltonian is not Hermitian. In a linear two-state model with a constant, real and nonzero antisymmetric coupling, the affected region is bounded by an explicit ellipse.

## Real entries, linear in two displacements

Let $x$ and $y$ be displacements in the branching plane, measured from the point where the two states intersect when the antisymmetric coupling is absent. The slope $g$ belongs to half the diabatic energy difference, $h$ to the symmetric coupling, and $c$ is a constant antisymmetric coupling with the dimension of energy:

$$H=\begin{pmatrix} gx & hy+c\\ hy-c & -gx\end{pmatrix}.$$

The common mean energy of the two states is left out. Restoring it would shift both eigenvalues by the same real amount and leave the eigenvectors alone. Higher-order terms in $x$ and $y$, further states and any variation of $c$ with geometry are absent from the model.

In Lean 4 with Mathlib:

```lean
import Mathlib

open Matrix

namespace ExceptionalEllipse

/-- The two-state matrix of a linear conical intersection with slopes `g` and `h`, to which an
antisymmetric real coupling `c` has been added. -/
def coneMatrix (g h c x y : ℝ) : Matrix (Fin 2) (Fin 2) ℝ :=
  !![g * x, h * y + c; h * y - c, -(g * x)]
```

All five parameters have type `ℝ`, so the matrix is real. Its eigenvalues and eigenvectors may still be complex, so the two definitions below first map the entries into `ℂ`. An eigenvalue is a complex number that comes with a nonzero complex eigenvector. Diagonalisable means that $HP=PD$ for some invertible $P$ and diagonal $D$; $P$ need not be unitary.

```lean
/-- The complex number `μ` is an eigenvalue of the real matrix `A`: some nonzero complex vector
is multiplied by `μ`. -/
def IsEigenvalue (A : Matrix (Fin 2) (Fin 2) ℝ) (μ : ℂ) : Prop :=
  ∃ v : Fin 2 → ℂ, v ≠ 0 ∧ A.map Complex.ofRealHom *ᵥ v = μ • v

/-- The real matrix `A` is diagonalisable over the complex numbers: the columns of some
invertible matrix `P` are eigenvectors of `A`. -/
def Diagonalisable (A : Matrix (Fin 2) (Fin 2) ℝ) : Prop :=
  ∃ (P : Matrix (Fin 2) (Fin 2) ℂ) (d : Fin 2 → ℂ),
    IsUnit P.det ∧ A.map Complex.ofRealHom * P = P * diagonal d
```

Multiplying out $H^2$, each diagonal entry is $g^2x^2+(hy+c)(hy-c)$. The off-diagonal entries are $\pm(gx-gx)$ times a coupling and vanish. Hence

$$H^2=\Delta\,\mathbf 1,\qquad \Delta=g^2x^2+h^2y^2-c^2 .$$

The theorem `coneMatrix_sq` checks this entry by entry, with `ring` doing the algebra.

```lean
/-- The square of the two-state matrix is a multiple of the identity. -/
theorem coneMatrix_sq (g h c x y : ℝ) :
    coneMatrix g h c x y * coneMatrix g h c x y
      = (g ^ 2 * x ^ 2 + h ^ 2 * y ^ 2 - c ^ 2) • (1 : Matrix (Fin 2) (Fin 2) ℝ) := by
  ext i j
  fin_cases i <;> fin_cases j <;>
    simp [coneMatrix, Matrix.mul_apply, Fin.sum_univ_two] <;> ring
```

The characteristic determinant is

$$(gx-\mu)(-gx-\mu)-(hy+c)(hy-c)=\mu^2-\Delta,$$

so $\mu$ is an eigenvalue exactly when $\mu^2=\Delta$. In the proof, `key` rewrites $Hv=\mu v$ as $(H-\mu\mathbf 1)v=0$, and `Matrix.exists_mulVec_eq_zero_iff` says that a nonzero solution exists exactly when the determinant vanishes. The value of that determinant is `hdet`.

```lean
/-- The eigenvalues are the complex square roots of `g²x² + h²y² - c²`. -/
theorem isEigenvalue_iff (g h c x y : ℝ) (μ : ℂ) :
    IsEigenvalue (coneMatrix g h c x y) μ
      ↔ μ ^ 2 = ((g ^ 2 * x ^ 2 + h ^ 2 * y ^ 2 - c ^ 2 : ℝ) : ℂ) := by
  have key : ∀ v : Fin 2 → ℂ,
      (coneMatrix g h c x y).map Complex.ofRealHom *ᵥ v = μ • v ↔
        ((coneMatrix g h c x y).map Complex.ofRealHom - μ • 1) *ᵥ v = 0 := by
    intro v
    rw [Matrix.sub_mulVec, Matrix.smul_mulVec, Matrix.one_mulVec, sub_eq_zero]
  -- the characteristic determinant
  have hdet : ((coneMatrix g h c x y).map Complex.ofRealHom - μ • 1).det
      = μ ^ 2 - ((g ^ 2 * x ^ 2 + h ^ 2 * y ^ 2 - c ^ 2 : ℝ) : ℂ) := by
    rw [Matrix.det_fin_two]
    simp [coneMatrix]
    ring
  unfold IsEigenvalue
  simp only [key]
  rw [Matrix.exists_mulVec_eq_zero_iff, hdet, sub_eq_zero]
```

The reality of $c$ is what produces the minus sign in $\Delta$. If $c$ is replaced by $ic$, the matrix becomes Hermitian, and the same multiplication gives a neighbouring result: $H^2=(g^2x^2+h^2y^2+c^2)\mathbf 1$. The energies are then $\pm\sqrt{g^2x^2+h^2y^2+c^2}$, and the cone opens into a gap of at least $2|c|$. That variant lies beyond the real matrices treated in the code.

## The sign of $\Delta$

The next two theorems each assume an inequality. Physically, it says whether the antisymmetric coupling outweighs the ordinary splitting of the cone. By hand, it decides which square root is real:

- If $\Delta\le 0$, then $\mu=\pm i\sqrt{c^2-g^2x^2-h^2y^2}$.
- If $\Delta\ge 0$, then $\mu=\pm\sqrt{g^2x^2+h^2y^2-c^2}$.

In both proofs the inequality enters through `Real.sq_sqrt`, which needs a non-negative argument. Once $\Delta$ is written as a square, two numbers with equal squares agree up to sign. With the wrong inequality the formulas fail, since Mathlib sets the real square root of a negative number to zero.

```lean
/-- Where `g²x² + h²y² ≤ c²`, the eigenvalues are `± i √(c² - g²x² - h²y²)`. -/
theorem eigenvalues_inside {g h c x y : ℝ} (hin : g ^ 2 * x ^ 2 + h ^ 2 * y ^ 2 ≤ c ^ 2)
    (μ : ℂ) : IsEigenvalue (coneMatrix g h c x y) μ ↔
      μ = (√(c ^ 2 - (g ^ 2 * x ^ 2 + h ^ 2 * y ^ 2)) : ℝ) * Complex.I ∨
      μ = -((√(c ^ 2 - (g ^ 2 * x ^ 2 + h ^ 2 * y ^ 2)) : ℝ) * Complex.I) := by
  have hs : ((g ^ 2 * x ^ 2 + h ^ 2 * y ^ 2 - c ^ 2 : ℝ) : ℂ)
      = ((√(c ^ 2 - (g ^ 2 * x ^ 2 + h ^ 2 * y ^ 2)) : ℝ) * Complex.I) ^ 2 := by
    rw [mul_pow, Complex.I_sq, ← Complex.ofReal_pow, Real.sq_sqrt (by linarith)]
    push_cast
    ring
  rw [isEigenvalue_iff, hs, sq_eq_sq_iff_eq_or_eq_neg]

/-- Where `g²x² + h²y² ≥ c²`, the eigenvalues are `± √(g²x² + h²y² - c²)`. -/
theorem eigenvalues_outside {g h c x y : ℝ} (hout : c ^ 2 ≤ g ^ 2 * x ^ 2 + h ^ 2 * y ^ 2)
    (μ : ℂ) : IsEigenvalue (coneMatrix g h c x y) μ ↔
      μ = (√(g ^ 2 * x ^ 2 + h ^ 2 * y ^ 2 - c ^ 2) : ℝ) ∨
      μ = -((√(g ^ 2 * x ^ 2 + h ^ 2 * y ^ 2 - c ^ 2) : ℝ) : ℂ) := by
  have hs : ((g ^ 2 * x ^ 2 + h ^ 2 * y ^ 2 - c ^ 2 : ℝ) : ℂ)
      = ((√(g ^ 2 * x ^ 2 + h ^ 2 * y ^ 2 - c ^ 2) : ℝ) : ℂ) ^ 2 := by
    rw [← Complex.ofReal_pow, Real.sq_sqrt (by linarith)]
  rw [isEigenvalue_iff, hs, sq_eq_sq_iff_eq_or_eq_neg]
```

Both theorems include the boundary $\Delta=0$, where each gives the single eigenvalue $0$. Neither needs any condition on $g$, $h$ or $c$.

## A nonzero antisymmetric coupling

The hypothesis $c\neq0$ says that the Hamiltonian really is non-symmetric. By hand it is needed first on the boundary. There $H^2=0$, but $H$ itself is nonzero, because its off-diagonal entries differ by $2c$. The proof derives a contradiction from the same two entries, `e1` and `e2`.

```lean
/-- For `c ≠ 0`, the matrix on the curve `g²x² + h²y² = c²` is nonzero but has zero square. -/
theorem nilpotent_on_boundary {g h c x y : ℝ} (hc : c ≠ 0)
    (hb : g ^ 2 * x ^ 2 + h ^ 2 * y ^ 2 = c ^ 2) :
    coneMatrix g h c x y ≠ 0 ∧ coneMatrix g h c x y * coneMatrix g h c x y = 0 := by
  constructor
  · intro h0
    have e1 : h * y + c = 0 := congrFun (congrFun h0 0) 1
    have e2 : h * y - c = 0 := congrFun (congrFun h0 1) 0
    exact hc (by linarith)
  · rw [coneMatrix_sq, hb, sub_self, zero_smul]
```

A nonzero matrix with zero square cannot be diagonalised. If $HP=PD$, then $PD^2=H^2P=0$, so $D^2=0$ and hence $D=0$. This leaves $HP=0$, and invertibility of $P$ gives $H=0$, a contradiction. The first half of the next proof follows these steps through `hD`, `hD2`, `hd` and `hA0`.

Off the boundary, choose a complex $\mu\neq0$ with $\mu^2=\Delta$. If $hy+c\neq0$, the columns

$$\begin{pmatrix}hy+c\\ \mu-gx\end{pmatrix},\qquad \begin{pmatrix}hy+c\\ -\mu-gx\end{pmatrix}$$

are eigenvectors for $\mu$ and $-\mu$, and the matrix they form has determinant $-2\mu(hy+c)\neq0$. If $hy+c=0$, then $hy-c=-2c\neq0$, and the columns

$$\begin{pmatrix}gx+\mu\\ hy-c\end{pmatrix},\qquad \begin{pmatrix}gx-\mu\\ hy-c\end{pmatrix}$$

serve instead, with determinant $2\mu(hy-c)$. This is the second place where $c\neq0$ is used. The code splits into the same two cases and verifies the eigenvector equations with `ring` and `linear_combination`.

```lean
/-- For `c ≠ 0`, the matrix is diagonalisable exactly off the curve `g²x² + h²y² = c²`. -/
theorem diagonalisable_iff {g h c x y : ℝ} (hc : c ≠ 0) :
    Diagonalisable (coneMatrix g h c x y) ↔ g ^ 2 * x ^ 2 + h ^ 2 * y ^ 2 ≠ c ^ 2 := by
  constructor
  · rintro ⟨P, d, hdet, hP⟩ hb
    obtain ⟨hne, hsq⟩ := nilpotent_on_boundary hc hb
    have hPu : IsUnit P := (Matrix.isUnit_iff_isUnit_det P).2 hdet
    have hA : (coneMatrix g h c x y).map Complex.ofRealHom
        * (coneMatrix g h c x y).map Complex.ofRealHom = 0 := by
      rw [← Matrix.map_mul, hsq]
      ext i j
      simp
    -- the diagonal form squares to zero, hence vanishes
    have hD : P * (diagonal d * diagonal d) = 0 := by
      rw [← Matrix.mul_assoc, ← hP, Matrix.mul_assoc, ← hP, ← Matrix.mul_assoc, hA,
        Matrix.zero_mul]
    have hD2 := hPu.mul_right_eq_zero.1 hD
    have hd : diagonal d = 0 := by
      rw [Matrix.diagonal_mul_diagonal] at hD2
      have hd0 : d = 0 := by
        funext i
        have hi := congrFun (congrFun hD2 i) i
        simpa using hi
      rw [hd0]
      exact Matrix.diagonal_zero
    rw [hd, Matrix.mul_zero] at hP
    have hA0 := hPu.mul_left_eq_zero.1 hP
    apply hne
    ext i j
    have hij := congrFun (congrFun hA0 i) j
    exact Complex.ofReal_eq_zero.1 hij
  · intro hne
    obtain ⟨μ, hμ⟩ := IsAlgClosed.exists_pow_nat_eq
      ((g ^ 2 * x ^ 2 + h ^ 2 * y ^ 2 - c ^ 2 : ℝ) : ℂ) (n := 2) (by norm_num)
    have hμ0 : μ ≠ 0 := by
      intro h0
      rw [h0, zero_pow two_ne_zero] at hμ
      have hr := Complex.ofReal_eq_zero.1 hμ.symm
      exact hne (by linarith)
    push_cast at hμ
    -- at least one off-diagonal entry is nonzero and supplies the eigenvectors
    by_cases hb : (h : ℂ) * y + c = 0
    · have hd : (h : ℂ) * y - c ≠ 0 := by
        intro hd
        have hc0 : (c : ℂ) = 0 := by linear_combination (hb - hd) / 2
        exact hc (Complex.ofReal_eq_zero.1 hc0)
      refine ⟨!![g * x + μ, g * x - μ; h * y - c, h * y - c], ![μ, -μ], ?_, ?_⟩
      · have e : (!![(g : ℂ) * x + μ, g * x - μ; h * y - c, h * y - c]).det
            = 2 * μ * (h * y - c) := by
          rw [Matrix.det_fin_two_of]
          ring
        rw [e, isUnit_iff_ne_zero]
        exact mul_ne_zero (mul_ne_zero two_ne_zero hμ0) hd
      · ext i j
        fin_cases i <;> fin_cases j <;>
          simp [coneMatrix, Matrix.mul_apply, Fin.sum_univ_two, Matrix.diagonal_apply]
        · linear_combination -hμ
        · linear_combination -hμ
        · ring
        · ring
    · refine ⟨!![h * y + c, h * y + c; μ - g * x, -μ - g * x], ![μ, -μ], ?_, ?_⟩
      · have e : (!![(h : ℂ) * y + c, h * y + c; μ - g * x, -μ - g * x]).det
            = -2 * μ * (h * y + c) := by
          rw [Matrix.det_fin_two_of]
          ring
        rw [e, isUnit_iff_ne_zero]
        exact mul_ne_zero (mul_ne_zero (by norm_num) hμ0) hb
      · ext i j
        fin_cases i <;> fin_cases j <;>
          simp [coneMatrix, Matrix.mul_apply, Fin.sum_univ_two, Matrix.diagonal_apply]
        · ring
        · ring
        · linear_combination -hμ
        · linear_combination -hμ
```

With $c=0$ and positive slopes, the boundary shrinks to the origin. There $H=0$, which is degenerate but already diagonal. This is the ordinary conical intersection, and the equivalence between the boundary and defectiveness fails at precisely that point.

## Positive slopes

The hypotheses $g>0$ and $h>0$ say that, in the absence of the antisymmetric coupling, each displacement lifts the degeneracy to first order. They turn the condition $g^2x^2+h^2y^2=c^2$ into an ellipse with semi-axes $|c|/g$ and $|c|/h$. The point $(gx,hy)$ lies at distance $|c|$ from the origin, so in polar coordinates

$$gx=|c|\cos\theta,\qquad hy=|c|\sin\theta,$$

and division by $g$ and $h$ gives the parametrisation. Conversely, squaring and adding these two equations recovers the boundary.

The proof takes $\theta$ to be the argument of the complex number $gx+ihy$. Positivity supplies the nonzero denominators for `eq_div_iff` and `field_simp`.

```lean
/-- For `g, h > 0`, the curve `g²x² + h²y² = c²` is traced by `x = (|c|/g) cos θ`,
`y = (|c|/h) sin θ`. -/
theorem boundary_iff_ellipse {g h c x y : ℝ} (hg : 0 < g) (hh : 0 < h) :
    g ^ 2 * x ^ 2 + h ^ 2 * y ^ 2 = c ^ 2 ↔
      ∃ θ : ℝ, x = |c| / g * Real.cos θ ∧ y = |c| / h * Real.sin θ := by
  constructor
  · intro hb
    -- polar coordinates of the point (g x, h y)
    obtain ⟨z, hre, him⟩ : ∃ z : ℂ, z.re = g * x ∧ z.im = h * y := ⟨⟨_, _⟩, rfl, rfl⟩
    have hn2 : ‖z‖ ^ 2 = |c| ^ 2 := by
      rw [Complex.sq_norm, Complex.normSq_apply, hre, him, sq_abs]
      linear_combination hb
    have hn : ‖z‖ = |c| := (sq_eq_sq₀ (norm_nonneg z) (abs_nonneg c)).1 hn2
    have h1 := Complex.norm_mul_cos_arg z
    have h2 := Complex.norm_mul_sin_arg z
    rw [hn, hre] at h1
    rw [hn, him] at h2
    refine ⟨z.arg, ?_, ?_⟩
    · rw [div_mul_eq_mul_div, eq_div_iff hg.ne']
      linarith
    · rw [div_mul_eq_mul_div, eq_div_iff hh.ne']
      linarith
  · rintro ⟨θ, hx, hy⟩
    have h1 : g * x = |c| * Real.cos θ := by
      rw [hx]
      field_simp
    have h2 : h * y = |c| * Real.sin θ := by
      rw [hy]
      field_simp
    linear_combination (g * x + |c| * Real.cos θ) * h1 + (h * y + |c| * Real.sin θ) * h2
      + |c| ^ 2 * Real.sin_sq_add_cos_sq θ + sq_abs c
```

A negative slope could be made positive by reversing the corresponding axis, so the essential requirement is that neither slope is zero. If $g=0$ while $h>0$ and $c\neq0$, the boundary becomes the pair of lines $y=\pm|c|/h$, and the eigenvalues are non-real throughout the strip between them.

## Complex, defective and real regions

The final theorem takes positive slopes, a nonzero $c$ and an arbitrary point $(x,y)$, and states three equivalences:

- Some eigenvalue has nonzero imaginary part exactly when $g^2x^2+h^2y^2<c^2$.
- The matrix is not diagonalisable over the complex numbers exactly when $(x,y)$ lies on the ellipse.
- Two different real numbers are eigenvalues exactly when $g^2x^2+h^2y^2>c^2$.

```lean
/-- For `g, h > 0` and `c ≠ 0`, a non-real eigenvalue occurs exactly where `g²x² + h²y² < c²`,
the matrix is defective exactly on the ellipse with semi-axes `|c|/g` and `|c|/h`, and two
distinct real eigenvalues occur exactly where `g²x² + h²y² > c²`. -/
theorem exceptional_ellipse {g h c : ℝ} (hg : 0 < g) (hh : 0 < h) (hc : c ≠ 0) (x y : ℝ) :
    ((∃ μ : ℂ, IsEigenvalue (coneMatrix g h c x y) μ ∧ μ.im ≠ 0) ↔
      g ^ 2 * x ^ 2 + h ^ 2 * y ^ 2 < c ^ 2) ∧
    (¬ Diagonalisable (coneMatrix g h c x y) ↔
      ∃ θ : ℝ, x = |c| / g * Real.cos θ ∧ y = |c| / h * Real.sin θ) ∧
    ((∃ a b : ℝ, a ≠ b ∧ IsEigenvalue (coneMatrix g h c x y) a ∧
        IsEigenvalue (coneMatrix g h c x y) b) ↔
      c ^ 2 < g ^ 2 * x ^ 2 + h ^ 2 * y ^ 2) := by
  refine ⟨⟨?_, ?_⟩, ?_, ⟨?_, ?_⟩⟩
  · rintro ⟨μ, hμ, him⟩
    by_contra hlt
    rcases (eigenvalues_outside (not_lt.1 hlt) μ).1 hμ with e | e
    · exact him (by rw [e, Complex.ofReal_im])
    · exact him (by rw [e, Complex.neg_im, Complex.ofReal_im, neg_zero])
  · intro hin
    refine ⟨_, (eigenvalues_inside hin.le _).2 (Or.inl rfl), ?_⟩
    rw [Complex.im_ofReal_mul, Complex.I_im, mul_one]
    exact (Real.sqrt_pos.2 (by linarith)).ne'
  · rw [diagonalisable_iff hc, not_not, boundary_iff_ellipse hg hh]
  · rintro ⟨a, b, hab, ha, hb⟩
    rw [isEigenvalue_iff] at ha hb
    have ha' : a ^ 2 = g ^ 2 * x ^ 2 + h ^ 2 * y ^ 2 - c ^ 2 := by exact_mod_cast ha
    have hb' : b ^ 2 = g ^ 2 * x ^ 2 + h ^ 2 * y ^ 2 - c ^ 2 := by exact_mod_cast hb
    by_contra hlt
    have hle := not_lt.1 hlt
    -- two real roots of a non-positive number are both zero
    have ha0 : a = 0 :=
      (pow_eq_zero_iff two_ne_zero).1 (le_antisymm (by linarith) (sq_nonneg a))
    have hb0 : b = 0 :=
      (pow_eq_zero_iff two_ne_zero).1 (le_antisymm (by linarith) (sq_nonneg b))
    exact hab (ha0.trans hb0.symm)
  · intro hout
    have hs : 0 < √(g ^ 2 * x ^ 2 + h ^ 2 * y ^ 2 - c ^ 2) := Real.sqrt_pos.2 (by linarith)
    refine ⟨√(g ^ 2 * x ^ 2 + h ^ 2 * y ^ 2 - c ^ 2),
      -√(g ^ 2 * x ^ 2 + h ^ 2 * y ^ 2 - c ^ 2), fun e => by linarith,
      (eigenvalues_outside hout.le _).2 (Or.inl rfl),
      (eigenvalues_outside hout.le _).2 (Or.inr (Complex.ofReal_neg _))⟩

end ExceptionalEllipse
```

For the first equivalence, `eigenvalues_outside` rules out a non-real eigenvalue when $\Delta\ge0$, and `eigenvalues_inside` supplies one when $\Delta<0$. The second combines `diagonalisable_iff` with `boundary_iff_ellipse`, and it is the only part that uses the hypotheses on $g$, $h$ and $c$. For the third, two real eigenvalues $a$ and $b$ satisfy $a^2=b^2=\Delta$. If $\Delta<0$, no real number has this square; if $\Delta=0$, both are zero and cannot differ; if $\Delta>0$, the two signs of the real square root are distinct.

```lean
#print axioms ExceptionalEllipse.exceptional_ellipse
```

```
'ExceptionalEllipse.exceptional_ellipse' depends on axioms: [propext, Classical.choice, Quot.sound]
```

Within this linear two-state model, halving $c$ at fixed slopes halves both semi-axes. Reducing the non-symmetric error therefore shrinks the region of complex energies, but the region disappears only when $c$ reaches zero.
